# Energies at one composition do not fix unrestricted pair interactions in a cluster expansion

Suppose the constant term and the pair interactions of a binary alloy's cluster expansion are fitted to electronic-structure energies at one composition only, with a separate coupling allowed for every pair of sites. Two fits can then agree on all the data and disagree at other compositions. One cause is that a uniform pair interaction is constant at fixed composition, so the constant term can absorb it. This is shown here for expansions truncated at pairs on finitely many sites.

## A uniform coupling depends only on the total spin

Let $s_i=\pm1$ label the species on site $i$ of $N$ sites, and let $M=\sum_i s_i$. The fraction of $+1$ atoms is $(1+M/N)/2$, so fixed composition means fixed $M$. For any numbers $a_i$, split the double sum by the order of its indices and use $s_i^2=1$:

$$M\sum_i a_i s_i=\sum_{i<j}a_i s_i s_j+\sum_{j<i}a_i s_i s_j+\sum_i a_i .$$

Exchanging the labels in the middle sum gives $\sum_{i<j}a_j s_i s_j$, hence

$$\sum_{i<j}(a_i+a_j)s_i s_j=M\sum_i a_i s_i-\sum_i a_i .$$

With $a_i=c/2$ for all $i$, this becomes

$$c\sum_{i<j}s_i s_j=\frac{c\,(M^2-N)}{2}.$$

Adding $c$ to every pair coupling and subtracting $c(M^2-N)/2$ from the constant term therefore changes no energy at total spin $M$. At another total spin $M'$ the energy changes by $c(M'^2-M^2)/2$, which for $c\ne0$ vanishes only at $M'=-M$. No theorem below states this consequence.

Data at all compositions remove the ambiguity if the coupling is known to be uniform and there are at least two sites. Let two uniform models agree on all configurations, and let $\Delta E_0$, $\Delta h$ and $\Delta J$ be the differences of their constant, point and pair parameters. Then

$$\Delta E_0+\Delta h\,M+\Delta J\,\frac{M^2-N}{2}=0$$

for every attainable $M$. Subtracting the case $M=-N$ from $M=N$ gives $2N\Delta h=0$. With $\Delta h=0$, subtracting $M=N-2$ from $M=N$ gives $2(N-1)\Delta J=0$. For $N\ge2$ both differences vanish, and then so does $\Delta E_0$. Uniformity makes the argument short but is not essential: with separate couplings $J_{ij}$, the average of $s_is_j$ times the energy over all $2^N$ configurations is $J_{ij}$ for each pair $i<j$. The Lean theorem below covers only the uniform case.

## Spins, composition and energy in Lean

```lean
import Mathlib

open Finset

namespace ClusterExpansionFixedComposition

noncomputable section
```

A configuration is a real-valued function on the sites `Fin N`, and `IsIsing` restricts its values to $\pm1$.

```lean
/-- A configuration of `N` Ising spins: every site variable is `+1` or `-1`. -/
def IsIsing {N : ℕ} (s : Fin N → ℝ) : Prop := ∀ i, s i = 1 ∨ s i = -1
```

The name `magnetization` means the total $M$, not the average per site.

```lean
/-- The sum of all spins, which fixes the composition of a binary alloy. -/
def magnetization {N : ℕ} (s : Fin N → ℝ) : ℝ := ∑ i, s i
```

The pair energy counts each pair once and reads only the entries `J i j` with `i < j`, so `J` need not be symmetric.

```lean
/-- The pair energy: the sum of `J i j * s i * s j` over pairs `i < j`. -/
def pairEnergy {N : ℕ} (J : Fin N → Fin N → ℝ) (s : Fin N → ℝ) : ℝ :=
  ∑ i, ∑ j, if i < j then J i j * (s i * s j) else 0
```

In the full energy, `E₀` is the empty-cluster (constant) term and `h` the point interaction. Both `h` and `J` enter with a plus sign, opposite to the usual magnetic convention; a positive coupling favours unlike atoms.

```lean
/-- A cluster expansion truncated at pairs, with empty-cluster term `E₀`, uniform point
interaction `h` and pair interactions `J`. -/
def clusterEnergy {N : ℕ} (E₀ h : ℝ) (J : Fin N → Fin N → ℝ) (s : Fin N → ℝ) : ℝ :=
  E₀ + h * magnetization s + pairEnergy J s
```

## The identity and the shift it allows

The first theorem is the formula for couplings $a_i+a_j$. In its proof, `hprod` expands the product, `hdiag` uses $s_i^2=1$, `hsplit` separates the three parts, `hswap` exchanges the labels and `hpair` writes the pair energy as two sums over `i < j`. The last line combines the results linearly.

```lean
/-- For Ising spins, a pair interaction that is a sum of two site contributions `a i + a j`
has the energy of a point interaction `a i` multiplied by the total spin, less the sum of
the `a i`. -/
theorem pairEnergy_site_sum {N : ℕ} {s : Fin N → ℝ} (hs : IsIsing s) (a : Fin N → ℝ) :
    pairEnergy (fun i j => a i + a j) s
      = magnetization s * ∑ i, a i * s i - ∑ i, a i := by
  have hprod : (∑ i, a i * s i) * magnetization s = ∑ i, ∑ j, a i * s i * s j := by
    unfold magnetization
    rw [Finset.sum_mul_sum]
  -- the diagonal terms lose their spins because each spin squares to one
  have hdiag : ∑ i, a i = ∑ i, ∑ j, if i = j then a i * s i * s j else 0 := by
    refine Finset.sum_congr rfl fun i _ => ?_
    rw [Finset.sum_ite_eq, if_pos (Finset.mem_univ i)]
    rcases hs i with h | h <;> rw [h] <;> ring
  -- split the double sum into its upper, lower and diagonal parts
  have hsplit : ∑ i, ∑ j, a i * s i * s j
      = (∑ i, ∑ j, if i < j then a i * s i * s j else 0)
        + (∑ i, ∑ j, if j < i then a i * s i * s j else 0) + ∑ i, a i := by
    rw [hdiag]
    simp only [← Finset.sum_add_distrib]
    refine Finset.sum_congr rfl fun i _ => Finset.sum_congr rfl fun j _ => ?_
    rcases lt_trichotomy i j with h | h | h
    · simp [h, h.ne, not_lt_of_ge h.le]
    · subst h
      simp
    · simp [h, h.ne', not_lt_of_ge h.le]
  -- exchanging the labels turns the lower part into a sum over pairs `i < j`
  have hswap : (∑ i, ∑ j, if j < i then a i * s i * s j else 0)
      = ∑ i, ∑ j, if i < j then a j * s j * s i else 0 := Finset.sum_comm
  have hpair : pairEnergy (fun i j => a i + a j) s
      = (∑ i, ∑ j, if i < j then a i * s i * s j else 0)
        + ∑ i, ∑ j, if i < j then a j * s j * s i else 0 := by
    unfold pairEnergy
    simp only [← Finset.sum_add_distrib]
    refine Finset.sum_congr rfl fun i _ => Finset.sum_congr rfl fun j _ => ?_
    split_ifs <;> ring
  linear_combination hpair - hswap - hsplit - hprod
```

Setting each $a_i$ to `c / 2` gives the uniform case.

```lean
/-- For `N` Ising spins with sum `M`, a uniform pair interaction `c` has energy
`c * (M ^ 2 - N) / 2`. -/
theorem pairEnergy_uniform {N : ℕ} {s : Fin N → ℝ} (hs : IsIsing s) (c : ℝ) :
    pairEnergy (fun _ _ => c) s = c * ((magnetization s ^ 2 - N) / 2) := by
  have h := pairEnergy_site_sum hs (fun _ => c / 2)
  simp only [add_halves, ← Finset.mul_sum, Finset.sum_const, Finset.card_univ,
    Fintype.card_fin, nsmul_eq_mul] at h
  rw [h]
  unfold magnetization
  ring
```

For the shift, `hadd` splits the new pair energy into the old one and a uniform one, which the identity evaluates.

```lean
/-- On Ising configurations with spin sum `M`, adding `c` to every pair interaction and
subtracting `c * (M ^ 2 - N) / 2` from the empty-cluster term leaves the energy unchanged. -/
theorem clusterEnergy_shift {N : ℕ} {s : Fin N → ℝ} {M : ℝ} (hs : IsIsing s)
    (hM : magnetization s = M) (E₀ h c : ℝ) (J : Fin N → Fin N → ℝ) :
    clusterEnergy (E₀ - c * ((M ^ 2 - N) / 2)) h (fun i j => J i j + c) s
      = clusterEnergy E₀ h J s := by
  have hadd : pairEnergy (fun i j => J i j + c) s
      = pairEnergy J s + pairEnergy (fun _ _ => c) s := by
    unfold pairEnergy
    simp only [← Finset.sum_add_distrib]
    refine Finset.sum_congr rfl fun i _ => Finset.sum_congr rfl fun j _ => ?_
    split_ifs <;> ring
  unfold clusterEnergy
  rw [hadd, pairEnergy_uniform hs, hM]
  ring
```

## One composition against all compositions

The next theorem denies that equal energies at spin sum $M$ force equal pair couplings. The point term `h` is the same in both models, so knowing it does not help. The constant terms are allowed to differ. The proof compares couplings that are all zero with couplings that are all one: the shift makes their energies agree, and uniqueness would give $0=1$ for the first two sites.

Practical fits often limit the range of the interaction. A cutoff that sets distant couplings to zero forbids this shift, and the theorem does not say whether the remaining couplings are then unique.

```lean
/-- For two or more spins, the energies of all Ising configurations with one given spin sum
do not determine the pair interactions of a cluster expansion. -/
theorem pair_interactions_not_unique {N : ℕ} (hN : 2 ≤ N) (M : ℝ) :
    ¬ ∀ (E₀ E₀' h : ℝ) (J J' : Fin N → Fin N → ℝ),
      (∀ s, IsIsing s → magnetization s = M →
        clusterEnergy E₀ h J s = clusterEnergy E₀' h J' s) →
      ∀ i j, i < j → J i j = J' i j := by
  intro H
  -- compare vanishing pair interactions with a uniform interaction of strength one
  have h01 := H 0 (0 - 1 * ((M ^ 2 - N) / 2)) 0 (fun _ _ => 0) (fun _ _ => 0 + 1)
    (fun s hs hM => (clusterEnergy_shift hs hM 0 0 1 (fun _ _ => 0)).symm)
    ⟨0, by omega⟩ ⟨1, by omega⟩ (Fin.mk_lt_mk.mpr Nat.zero_lt_one)
  norm_num at h01
```

For uniform couplings, agreement on all compositions does determine the parameters. Here `key` rewrites the energies as functions of $M$, and `e1`, `e2` and `e3` are the cases all up, all down and one spin flipped, subtracted as above.

```lean
/-- For two or more spins, the energies of the Ising configurations of all compositions
determine the empty-cluster, point and pair parameters of a uniform cluster expansion. -/
theorem uniform_interactions_unique {N : ℕ} (hN : 2 ≤ N) {E₀ E₀' h h' J J' : ℝ}
    (H : ∀ s : Fin N → ℝ, IsIsing s →
      clusterEnergy E₀ h (fun _ _ => J) s = clusterEnergy E₀' h' (fun _ _ => J') s) :
    E₀ = E₀' ∧ h = h' ∧ J = J' := by
  have key : ∀ s : Fin N → ℝ, IsIsing s →
      E₀ + h * magnetization s + J * ((magnetization s ^ 2 - N) / 2)
        = E₀' + h' * magnetization s + J' * ((magnetization s ^ 2 - N) / 2) := by
    intro s hs
    have hE := H s hs
    simpa only [clusterEnergy, pairEnergy_uniform hs] using hE
  have hN' : (2 : ℝ) ≤ N := by exact_mod_cast hN
  let k : Fin N := ⟨0, by omega⟩
  -- three test configurations: all up, all down, one spin flipped
  have e1 := key (fun _ => 1) (fun _ => Or.inl rfl)
  have e2 := key (fun _ => -1) (fun _ => Or.inr rfl)
  have e3 := key (fun i => if i = k then -1 else 1) (fun i => by
    by_cases hi : i = k <;> simp [hi])
  have m1 : magnetization (fun _ : Fin N => (1 : ℝ)) = N := by simp [magnetization]
  have m2 : magnetization (fun _ : Fin N => (-1 : ℝ)) = -N := by simp [magnetization]
  have m3 : magnetization (fun i : Fin N => if i = k then (-1 : ℝ) else 1) = N - 2 := by
    have hf : ∀ i : Fin N, (if i = k then (-1 : ℝ) else 1)
        = 1 - if i = k then 2 else 0 := by
      intro i
      split_ifs <;> norm_num
    simp only [magnetization, hf, Finset.sum_sub_distrib]
    simp
  rw [m1] at e1
  rw [m2] at e2
  rw [m3] at e3
  have hh : h = h' := by
    have h0 : (h - h') * (N : ℝ) = 0 := by linear_combination (e1 - e2) / 2
    rcases mul_eq_zero.mp h0 with h1 | h1 <;> linarith
  subst hh
  have hJ : J = J' := by
    have h0 : (J - J') * ((N : ℝ) - 1) = 0 := by linear_combination (e1 - e3) / 2
    rcases mul_eq_zero.mp h0 with h1 | h1 <;> linarith
  subst hJ
  exact ⟨by linarith, rfl, rfl⟩
```

Fixed composition does not make every pair interaction constant. On an open four-site chain with unit nearest-neighbour coupling, `++--` has energy $1-1+1=1$ and `+-+-` has energy $-3$, although both have $M=0$. The condition `i + 1 = j` wraps around in `Fin 4`, but `i < j` in the pair energy excludes the bond from the last site to the first.

```lean
/-- The four-spin configurations `++--` and `+-+-` both have spin sum zero, but their
energies under a unit nearest-neighbour interaction on an open chain are `1` and `-3`. -/
theorem fixed_composition_witness :
    IsIsing (![1, 1, -1, -1] : Fin 4 → ℝ) ∧ IsIsing (![1, -1, 1, -1] : Fin 4 → ℝ) ∧
    magnetization (![1, 1, -1, -1] : Fin 4 → ℝ) = 0 ∧
    magnetization (![1, -1, 1, -1] : Fin 4 → ℝ) = 0 ∧
    pairEnergy (fun i j : Fin 4 => if i + 1 = j then 1 else 0) ![1, 1, -1, -1] = 1 ∧
    pairEnergy (fun i j : Fin 4 => if i + 1 = j then 1 else 0) ![1, -1, 1, -1] = -3 := by
  refine ⟨?_, ?_, ?_, ?_, ?_, ?_⟩
  · intro i
    fin_cases i <;> simp
  · intro i
    fin_cases i <;> simp
  · simp [magnetization, Fin.sum_univ_four]
  · simp [magnetization, Fin.sum_univ_four]
  · simp [pairEnergy, Fin.sum_univ_four]
  · simp [pairEnergy, Fin.sum_univ_four]
    norm_num

end

end ClusterExpansionFixedComposition
```

```lean
#print axioms ClusterExpansionFixedComposition.pair_interactions_not_unique
#print axioms ClusterExpansionFixedComposition.uniform_interactions_unique
```

```
'ClusterExpansionFixedComposition.pair_interactions_not_unique' depends on axioms: [propext, Classical.choice, Quot.sound]
'ClusterExpansionFixedComposition.uniform_interactions_unique' depends on axioms: [propext, Classical.choice, Quot.sound]
```
